# For a zero-mean precession frequency, the sideband second moment is the same at every spinning rate

Let a spin in a rotor precess at a frequency \(w(\varphi)\) that is a continuous, \(2\pi\)-periodic function of the rotor angle \(\varphi\), with zero mean over a turn. Let \(\omega_r>0\) be the spinning rate, and let \(F_n\) be the amplitude of the \(n\)-th spinning sideband, which lies at \(n\omega_r\), for an undamped signal of unit magnitude. Then

\[
\sum_{n\in\mathbb Z}|F_n|^2=1,\qquad
\sum_{n\in\mathbb Z}(n\omega_r)^2|F_n|^2=\frac1{2\pi}\int_0^{2\pi}w(\varphi)^2\,d\varphi .
\]

The right-hand side of the second equation does not contain \(\omega_r\). Faster spinning moves the sidebands apart, while the mean of \(n^2\) weighted by the intensities \(|F_n|^2\) scales as \(1/\omega_r^2\), so the second moment stays fixed.

```lean
import Mathlib

open MeasureTheory
open Complex (I)
open scoped Real

namespace MagicAngleSpinning

noncomputable section
```

## Phase and sideband amplitudes

Write \(\langle g\rangle\) for the mean of a real quantity \(g\) over one turn:

\[
\langle g\rangle=\frac1{2\pi}\int_0^{2\pi}g(\varphi)\,d\varphi .
\]

```lean
/-- The mean of a real quantity over one turn of the rotor. -/
def rotorMean (g : ℝ → ℝ) : ℝ := 1 / (2 * π) * ∫ φ in (0 : ℝ)..2 * π, g φ
```

At constant spinning rate \(\varphi=\omega_r t\), so \(dt=d\varphi/\omega_r\). The phase accumulated since rotor angle 0 is

\[
\Phi(\varphi)=\frac1{\omega_r}\int_0^{\varphi}w(x)\,dx .
\]

In the code `wr` is \(\omega_r\), in the same units as `w`. The function `w` takes the rotor angle as its argument, not the time, so the same `w` describes the same crystallite at every spinning rate.

```lean
/-- The phase accumulated from rotor angle `0` to `φ` at the frequency `w`,
for a nonzero spinning rate `wr`. -/
def rotorPhase (w : ℝ → ℝ) (wr φ : ℝ) : ℝ := 1 / wr * ∫ x in (0 : ℝ)..φ, w x
```

The transverse magnetisation carries the phase factor \(f(\varphi)=e^{i\Phi(\varphi)}\).

```lean
/-- The phase factor `exp (i Φ)` of the precessing magnetisation, for a nonzero spinning rate. -/
def phaseFactor (w : ℝ → ℝ) (wr φ : ℝ) : ℂ := Complex.exp ((rotorPhase w wr φ : ℂ) * I)
```

The \(n\)-th harmonic of a complex function \(g\) of the rotor angle is

\[
g_n=\frac1{2\pi}\int_0^{2\pi}e^{-in\varphi}g(\varphi)\,d\varphi .
\]

```lean
/-- The `n`-th Fourier coefficient of a function of the rotor angle. -/
def harmonic (f : ℝ → ℂ) (n : ℤ) : ℂ :=
  ((1 / (2 * π) : ℝ) : ℂ) * ∫ φ in (0 : ℝ)..2 * π, Complex.exp (-(I * n * φ)) * f φ
```

The sideband amplitude is \(F_n=f_n\). With this sign convention \(f(\omega_r t)=\sum_n F_n e^{in\omega_r t}\), which places sideband \(n\) at \(+n\omega_r\). A signal that starts at rotor angle 0 has the complex amplitudes \(F_n\). Averaging over the starting angle, as for crystallites that differ only by a rotation about the rotor axis, turns them into the real intensities \(|F_n|^2\).

```lean
/-- The amplitude `F_n` of the `n`-th spinning sideband, for a nonzero spinning rate. -/
def sideband (w : ℝ → ℝ) (wr : ℝ) (n : ℤ) : ℂ := harmonic (phaseFactor w wr) n
```

## Parseval's identity over one turn

The functions \(e^{in\varphi}\) are orthonormal under the rotor mean. For a continuous periodic \(g\) with partial Fourier sum \(S_N=\sum_{|n|\le N}g_n e^{in\varphi}\), expanding the square gives

\[
\langle|g-S_N|^2\rangle=\langle|g|^2\rangle-\sum_{|n|\le N}|g_n|^2 .
\]

The exponentials are complete, so the left side tends to zero and \(\sum_n|g_n|^2=\langle|g|^2\rangle\).

In Lean, `HasSum` says that the series converges and has the given sum. The proof regards the function as a continuous function `G` on the circle, and `hcoef` identifies Mathlib's Fourier coefficients with `harmonic`. The Hilbert-space identity is `key`. The steps `hI` and `hm` then turn the integral over the circle into the rotor mean.

```lean
variable {w : ℝ → ℝ}

/-- Parseval's identity: for a continuous periodic function of the rotor angle, the squared
moduli of the harmonics sum to the rotor mean of the squared modulus. -/
theorem parseval {f : ℝ → ℂ} (hf : Continuous f) (hp : Function.Periodic f (2 * π)) :
    HasSum (fun n : ℤ => ‖harmonic f n‖ ^ 2) (rotorMean fun φ => ‖f φ‖ ^ 2) := by
  have : Fact (0 < 2 * π) := ⟨Real.two_pi_pos⟩
  have hpi : (π : ℂ) ≠ 0 := Complex.ofReal_ne_zero.mpr Real.pi_ne_zero
  -- the function, seen on the circle
  let G : C(AddCircle (2 * π), ℂ) := ⟨hp.lift, continuous_coinduced_dom.mpr hf⟩
  have hG : ∀ x : ℝ, G (x : AddCircle (2 * π)) = f x := fun x => rfl
  have hcoef : ∀ n : ℤ, fourierCoeff G n = harmonic f n := by
    intro n
    rw [fourierCoeff_eq_intervalIntegral _ n 0, zero_add, harmonic, Complex.real_smul]
    congr 1
    refine intervalIntegral.integral_congr fun x _ => ?_
    have he : 2 * (π : ℂ) * I * ((-n : ℤ) : ℂ) * x / ((2 * π : ℝ) : ℂ) = -(I * n * x) := by
      push_cast
      field_simp
    simp only [fourier_coe_apply, hG, smul_eq_mul, he]
  -- Parseval in the Hilbert space of square-integrable functions
  have key : ∀ g : Lp ℂ 2 (AddCircle.haarAddCircle (T := 2 * π)),
      HasSum (fun n : ℤ => ‖fourierCoeff g n‖ ^ 2)
        (∫ t, ‖g t‖ ^ 2 ∂AddCircle.haarAddCircle) := by
    intro g
    rw [← tsum_sq_fourierCoeff]
    have hs := (lp.memℓp (fourierBasis.repr g)).summable (by norm_num)
    exact Summable.hasSum (by simpa [fourierBasis_repr] using hs)
  have h := key (ContinuousMap.toLp (E := ℂ) 2 AddCircle.haarAddCircle ℂ G)
  have hI : ∫ t, ‖(ContinuousMap.toLp (E := ℂ) 2 AddCircle.haarAddCircle ℂ G) t‖ ^ 2
      ∂AddCircle.haarAddCircle = ∫ t, ‖G t‖ ^ 2 ∂AddCircle.haarAddCircle := by
    refine integral_congr_ae ?_
    filter_upwards [ContinuousMap.coeFn_toLp (p := 2) (𝕜 := ℂ) AddCircle.haarAddCircle G]
      with t ht
    rw [ht]
  have hv := AddCircle.intervalIntegral_preimage (2 * π) 0 (fun t => ‖G t‖ ^ 2)
  rw [zero_add, AddCircle.volume_eq_smul_haarAddCircle, integral_smul_measure,
    ENNReal.toReal_ofReal Real.two_pi_pos.le, smul_eq_mul] at hv
  have hm : rotorMean (fun φ => ‖f φ‖ ^ 2) = ∫ t, ‖G t‖ ^ 2 ∂AddCircle.haarAddCircle := by
    simp only [hG] at hv
    rw [rotorMean, hv, ← mul_assoc, one_div_mul_cancel Real.two_pi_pos.ne', one_mul]
  rw [hI, ← hm] at h
  simpa only [fourierCoeff_toLp, hcoef] using h
```

## Zero mean closes the phase after each turn

Since \(w\) is periodic, its integral over any full turn is the same:

\[
\Phi(\varphi+2\pi)-\Phi(\varphi)=\frac1{\omega_r}\int_\varphi^{\varphi+2\pi}w\,dx=\frac1{\omega_r}\int_0^{2\pi}w\,dx=\frac{2\pi\langle w\rangle}{\omega_r}=0 .
\]

Hence \(f(\varphi+2\pi)=f(\varphi)\). The condition \(\langle w\rangle=0\), which is `h0` in the code, stands for the magic angle. There the rotor average of a second-rank anisotropy vanishes, and frequencies are counted from the isotropic shift, where the centreband \(n=0\) lies.

In the proof, `hz` extracts the vanishing integral from `h0`, `ht` moves it to the turn that starts at \(\varphi\), and `hs` joins the two intervals.

```lean
/-- If the continuous periodic frequency has zero rotor mean, the phase factor returns to its
value after each turn of the rotor. -/
theorem phaseFactor_periodic (hw : Continuous w) (hper : Function.Periodic w (2 * π))
    (h0 : rotorMean w = 0) (wr : ℝ) : Function.Periodic (phaseFactor w wr) (2 * π) := by
  intro φ
  have hz : ∫ x in (0 : ℝ)..2 * π, w x = 0 :=
    (mul_eq_zero.mp h0).resolve_left (by positivity)
  have ht := hper.intervalIntegral_add_eq φ 0
  rw [zero_add, hz] at ht
  have hs := intervalIntegral.integral_add_adjacent_intervals
    (hw.intervalIntegrable (μ := volume) 0 φ) (hw.intervalIntegrable φ (φ + 2 * π))
  rw [ht, add_zero] at hs
  simp only [phaseFactor, rotorPhase, hs]
```

By the fundamental theorem of calculus \(\Phi'=w/\omega_r\). So \(\Phi\) is differentiable, and \(f=e^{i\Phi}\) is continuous.

```lean
/-- The phase factor of a continuous frequency is continuous in the rotor angle. -/
theorem phaseFactor_continuous (hw : Continuous w) (wr : ℝ) :
    Continuous (phaseFactor w wr) := by
  refine continuous_iff_continuousAt.2 fun φ => ?_
  have h1 : HasDerivAt (rotorPhase w wr) (1 / wr * w φ) φ :=
    (hw.integral_hasStrictDerivAt 0 φ).hasDerivAt.const_mul (1 / wr)
  exact (h1.ofReal_comp.mul_const I).cexp.continuousAt
```

## The precession equation, harmonic by harmonic

The chain rule gives \(f'=i\Phi'f=i(w/\omega_r)f\). Multiplying by \(-i\omega_r\),

\[
-i\omega_r f'(\varphi)=w(\varphi)f(\varphi).
\]

In Lean, `h1` is the derivative of the phase, `h2` cancels \(\omega_r\), and `linear_combination` uses \(i^2=-1\).

```lean
/-- For a continuous frequency and `wr > 0`, the phase factor `f` obeys the precession equation
`-i wr df/dφ = w f`. -/
theorem hasDerivAt_phaseFactor (hw : Continuous w) {wr : ℝ} (hwr : 0 < wr) (φ : ℝ) :
    HasDerivAt (fun x => -I * wr * phaseFactor w wr x) (w φ * phaseFactor w wr φ) φ := by
  have hc : (wr : ℂ) ≠ 0 := Complex.ofReal_ne_zero.mpr hwr.ne'
  have h1 : HasDerivAt (rotorPhase w wr) (1 / wr * w φ) φ :=
    (hw.integral_hasStrictDerivAt 0 φ).hasDerivAt.const_mul (1 / wr)
  refine ((h1.ofReal_comp.mul_const I).cexp.const_mul (-I * (wr : ℂ))).congr_deriv ?_
  have h2 : (wr : ℂ) * ((1 / wr * w φ : ℝ) : ℂ) = w φ := by
    push_cast
    field_simp
  rw [phaseFactor]
  linear_combination (-I ^ 2 * Complex.exp ((rotorPhase w wr φ : ℂ) * I)) * h2
    - (w φ * Complex.exp ((rotorPhase w wr φ : ℂ) * I)) * Complex.I_sq
```

Now differentiate \(e^{-in\varphi}\,(-i\omega_r f)\). The product rule and the precession equation give

\[
\frac{d}{d\varphi}\left[e^{-in\varphi}(-i\omega_r f)\right]
=e^{-in\varphi}wf+(-in)(-i\omega_r)e^{-in\varphi}f
=e^{-in\varphi}wf-n\omega_r\,e^{-in\varphi}f .
\]

The bracket has the same value at \(0\) and \(2\pi\), so the integral of the right side over a turn is zero. Dividing by \(2\pi\),

\[
(wf)_n=n\omega_r F_n .
\]

The periodicity of \(f\) is easily taken for granted here. If \(\langle w\rangle/\omega_r\) is not an integer, \(f\) does not close and a boundary term survives. For a constant \(w=a\omega_r\) with non-integer \(a\), one finds \(|F_n|^2=\sin^2(\pi a)/[\pi^2(a-n)^2]\). The terms \((n\omega_r)^2|F_n|^2\) then tend to a nonzero constant, and their sum diverges. The spectrum itself has no such divergence: the signal \(e^{ia\omega_r t}\) is a single line at \(a\omega_r\), and these \(F_n\) are not the amplitudes of its spectral lines.

In the code, `hd` is the derivative above and `hz` its integral over the turn. The rewriting that follows removes the boundary values by means of `phaseFactor_periodic`.

```lean
/-- For a continuous periodic frequency of zero mean and `wr > 0`, multiplying the phase factor
by `w` multiplies the `n`-th sideband amplitude by `n wr`. -/
theorem harmonic_frequency (hw : Continuous w) (hper : Function.Periodic w (2 * π))
    (h0 : rotorMean w = 0) {wr : ℝ} (hwr : 0 < wr) (n : ℤ) :
    harmonic (fun φ => (w φ : ℂ) * phaseFactor w wr φ) n
      = ((n * wr : ℝ) : ℂ) * sideband w wr n := by
  have hf := phaseFactor_continuous hw wr
  have he : Continuous fun φ : ℝ => Complex.exp (-(I * n * φ)) := by fun_prop
  have hW : Continuous fun φ : ℝ =>
      Complex.exp (-(I * n * φ)) * ((w φ : ℂ) * phaseFactor w wr φ) :=
    he.mul ((Complex.continuous_ofReal.comp hw).mul hf)
  have hE : Continuous fun φ : ℝ =>
      ((n * wr : ℝ) : ℂ) * (Complex.exp (-(I * n * φ)) * phaseFactor w wr φ) :=
    continuous_const.mul (he.mul hf)
  have hd : ∀ φ : ℝ, HasDerivAt
      (fun x : ℝ => Complex.exp (-(I * n * x)) * (-I * wr * phaseFactor w wr x))
      (Complex.exp (-(I * n * φ)) * ((w φ : ℂ) * phaseFactor w wr φ)
        - ((n * wr : ℝ) : ℂ) * (Complex.exp (-(I * n * φ)) * phaseFactor w wr φ)) φ := by
    intro φ
    have h1 : HasDerivAt (fun x : ℝ => -(I * (n : ℂ) * (x : ℂ))) (-(I * n)) φ := by
      simpa using (Complex.ofRealCLM.hasDerivAt (x := φ)).const_mul (-(I * (n : ℂ)))
    refine (h1.cexp.fun_mul (hasDerivAt_phaseFactor hw hwr φ)).congr_deriv ?_
    push_cast
    linear_combination
      (Complex.exp (-(I * n * φ)) * n * wr * phaseFactor w wr φ) * Complex.I_sq
  -- a total derivative integrates to zero over a full turn
  have hz := intervalIntegral.integral_eq_sub_of_hasDerivAt (a := 0) (b := 2 * π)
    (fun φ _ => hd φ) ((hW.sub hE).intervalIntegrable _ _)
  have h1 : Complex.exp (-(I * n * ((2 * π : ℝ) : ℂ))) = 1 :=
    Complex.exp_eq_one_iff.mpr ⟨-n, by push_cast; ring⟩
  rw [h1, (phaseFactor_periodic hw hper h0 wr).eq, Complex.ofReal_zero, mul_zero, neg_zero,
    Complex.exp_zero, sub_self, intervalIntegral.integral_sub (hW.intervalIntegrable _ _)
    (hE.intervalIntegrable _ _), intervalIntegral.integral_const_mul, sub_eq_zero] at hz
  rw [sideband, harmonic, harmonic, hz]
  ring
```

## Total intensity and second moment

Because \(\Phi\) is real, \(|f|=1\). Parseval's identity for \(f\) gives

\[
\sum_n|F_n|^2=\langle|f|^2\rangle=1 .
\]

Parseval's identity for \(wf\), whose harmonics are \(n\omega_rF_n\), gives

\[
\sum_n(n\omega_r)^2|F_n|^2=\langle w^2|f|^2\rangle=\langle w^2\rangle .
\]

The theorem below states both sums. Its hypotheses are that `w` is continuous (`hw`), has period \(2\pi\) (`hper`) and has zero rotor mean (`h0`), and that the spinning rate is positive (`hwr`). The rate is arbitrary, and the value `rotorMean fun φ => w φ ^ 2` does not involve it; that is the independence of spinning rate. The two halves of the proof are the two uses of `parseval`, with `hn` supplying \(|f|=1\).

The model has a single precession frequency, as for an isolated spin-1/2 whose Hamiltonian commutes with itself at all rotor angles. It leaves out relaxation, fluctuations of the spinning rate, and networks of coupled spins whose Hamiltonians at different rotor angles do not commute.

```lean
/-- For a continuous periodic frequency `w` of zero mean and any spinning rate `wr > 0`, the
sidebands have total intensity `1` and second moment equal to the rotor mean of `w²`. -/
theorem sideband_moments (hw : Continuous w) (hper : Function.Periodic w (2 * π))
    (h0 : rotorMean w = 0) {wr : ℝ} (hwr : 0 < wr) :
    HasSum (fun n : ℤ => ‖sideband w wr n‖ ^ 2) 1 ∧
    HasSum (fun n : ℤ => (n * wr) ^ 2 * ‖sideband w wr n‖ ^ 2)
      (rotorMean fun φ => w φ ^ 2) := by
  have hf := phaseFactor_continuous hw wr
  have hp := phaseFactor_periodic hw hper h0 wr
  have hn : ∀ φ, ‖phaseFactor w wr φ‖ = 1 := fun φ => Complex.norm_exp_ofReal_mul_I _
  constructor
  · have h := parseval hf hp
    have h1 : rotorMean (fun φ => ‖phaseFactor w wr φ‖ ^ 2) = 1 := by
      simp only [hn, one_pow, rotorMean, intervalIntegral.integral_const, smul_eq_mul,
        sub_zero, mul_one]
      exact one_div_mul_cancel Real.two_pi_pos.ne'
    rw [h1] at h
    exact h
  · -- Parseval for the phase factor weighted by the frequency
    have h := parseval (f := fun φ => (w φ : ℂ) * phaseFactor w wr φ)
      ((Complex.continuous_ofReal.comp hw).mul hf) (fun x => by simp only [hper x, hp x])
    simpa only [harmonic_frequency hw hper h0 hwr, norm_mul, hn, mul_one, mul_pow,
      Complex.norm_real, Real.norm_eq_abs, sq_abs] using h
```

## How much intensity the centreband keeps

Every sideband with \(n\neq0\) has \(n^2\ge1\), so

\[
\omega_r^2\left(1-|F_0|^2\right)=\sum_{n\ne0}\omega_r^2|F_n|^2\le\sum_n(n\omega_r)^2|F_n|^2=\langle w^2\rangle ,
\]

and therefore

\[
|F_0|^2\ge1-\frac{\langle w^2\rangle}{\omega_r^2}.
\]

When \(\omega_r\) is large compared with the root-mean-square frequency, nearly all the intensity sits in the centreband. For slow spinning the right side is negative and the bound says nothing.

Lean compares two series term by term with `hasSum_le`. The term \(\omega_r^2|F_0|^2\) is added to the larger series at \(n=0\), so that the comparison holds there too.

```lean
/-- For a continuous periodic frequency of zero mean and `wr > 0`, the centreband intensity is
at least one minus the rotor mean of `w²` divided by `wr²`. -/
theorem centreband_lower_bound (hw : Continuous w) (hper : Function.Periodic w (2 * π))
    (h0 : rotorMean w = 0) {wr : ℝ} (hwr : 0 < wr) :
    1 - rotorMean (fun φ => w φ ^ 2) / wr ^ 2 ≤ ‖sideband w wr 0‖ ^ 2 := by
  obtain ⟨hT, hS⟩ := sideband_moments hw hper h0 hwr
  -- every sideband with n ≠ 0 lies at least wr away from the centre
  have hle := hasSum_le (fun n : ℤ => ?_) (hT.mul_left (wr ^ 2))
    (hS.add (hasSum_ite_eq (0 : ℤ) (wr ^ 2 * ‖sideband w wr 0‖ ^ 2)))
  · rw [← div_self (pow_pos hwr 2).ne', ← sub_div, div_le_iff₀ (pow_pos hwr 2)]
    linarith
  · by_cases hn : n = 0
    · subst hn
      simp
    · have h1 : (1 : ℤ) ≤ n ^ 2 := by
        have : 0 < n ^ 2 := by positivity
        linarith
      have h2 : (1 : ℝ) ≤ (n : ℝ) ^ 2 := by exact_mod_cast h1
      have h3 : 0 ≤ wr ^ 2 * ‖sideband w wr n‖ ^ 2 := by positivity
      rw [if_neg hn]
      nlinarith [mul_le_mul_of_nonneg_right h2 h3]

end

end MagicAngleSpinning
```

```lean
#print axioms MagicAngleSpinning.sideband_moments
#print axioms MagicAngleSpinning.centreband_lower_bound
```

```
'MagicAngleSpinning.sideband_moments' depends on axioms: [propext, Classical.choice, Quot.sound]
'MagicAngleSpinning.centreband_lower_bound' depends on axioms: [propext, Classical.choice, Quot.sound]
```

## Sidebands of a chemical shift anisotropy

For a chemical shift anisotropy at the magic angle, one crystallite orientation has

\[
w(\varphi)=C_1\cos\varphi+S_1\sin\varphi+C_2\cos2\varphi+S_2\sin2\varphi ,
\]

with real coefficients set by the shift tensor, the orientation and the static magnetic field. A simulation can integrate this to get \(\Phi\), sample \(e^{i\Phi}\) at equally spaced rotor angles, and approximate the \(F_n\) by a discrete Fourier transform. The second moment is \(\tfrac12(C_1^2+S_1^2+C_2^2+S_2^2)\) for this orientation at every spinning rate.

If only \(C_1\) is nonzero, then \(\Phi=z\sin\varphi\) with \(z=C_1/\omega_r\), and \(F_n=J_n(z)\), a Bessel function. At \(z=2\) the bands with \(|n|\le2\) hold about 96% of the intensity but only about 83% of the second moment. The weight \(n^2\) makes weak outer sidebands count, and leaving them out of the sum underestimates \(\langle w^2\rangle\).
